# For a differentiable normalized state, the quantum-metric trace equals \(2\,\mathrm{Im}\langle\partial_x u,\partial_y u\rangle\) exactly when \(Q(\partial_x u+i\,\partial_y u)=0\)

Let \(E\) be a complex inner-product space, with \(\langle\cdot,\cdot\rangle\) conjugate-linear in the first argument. A state \(u(z)\in E\) depends on two real parameters \(x,y\), combined as \(z=x+iy\), and has unit norm. At the point considered, define

\[
Qv=v-\langle u,v\rangle u,\qquad
T=\|Q\partial_x u\|^2+\|Q\partial_y u\|^2 .
\]

\(Q\) projects orthogonally to \(u\), and \(T\) is the trace of the quantum metric \(g_{jk}=\mathrm{Re}\langle Q\partial_j u,Q\partial_k u\rangle\). With the Berry connection \(A_j=i\langle u,\partial_j u\rangle\) of a smooth state, the curvature is \(\Omega=\partial_xA_y-\partial_yA_x=-2\,\mathrm{Im}\langle\partial_x u,\partial_y u\rangle\); other sign conventions are common.

The identity is

\[
\|Q(\partial_x u+i\,\partial_y u)\|^2=T-2\,\mathrm{Im}\langle\partial_x u,\partial_y u\rangle .
\]

The left side vanishes exactly when the trace equality \(T=2\,\mathrm{Im}\langle\partial_x u,\partial_y u\rangle\) holds. It does vanish when \(u=f/\|f\|\), with \(f\) complex differentiable and nonzero at the point.

## Measuring the trace-condition defect on a k-mesh

In band-structure work, \(x\) and \(y\) are the Cartesian components of the crystal momentum and \(u\) is the cell-periodic part of a Bloch state. For a single band of a non-interacting model, the identity writes \(T+\Omega\), in the sign convention above, as a squared norm. Its vanishing throughout the Brillouin zone is one property that a band can share with a lowest Landau level.

Take a finite Hermitian matrix \(H(x,y)\), differentiable in \(x,y\) and written in a fixed orthonormal basis, with orthonormal eigenvectors \(u_m\), energies \(E_m\) and a nondegenerate band \(n\). First-order perturbation theory gives the projected derivatives

\[
a_j=Q\partial_j u_n=\sum_{m\ne n}u_m\,
\frac{\langle u_m,(\partial_jH)u_n\rangle}{E_n-E_m},\qquad j=x,y .
\]

The code can then evaluate \(\|a_x+i a_y\|^2\) directly. This number is nonnegative by construction, whereas subtracting two nearly equal values of trace and curvature can return a small negative result. The squared norm equals \(T+\Omega\), which can vanish only where \(\Omega\le0\); where \(\Omega>0\), the defect to compute is \(\|a_x-i a_y\|^2=T-\Omega\).

Three implementation details matter. In a tight-binding model, the Bloch phases in \(H\) must include the orbital positions within the cell; otherwise the eigenvectors do not represent the cell-periodic part, and both \(T\) and \(\Omega\) can change. Eigenvectors from a diagonalizer carry arbitrary phases at each mesh point, so their raw finite differences are not derivatives; the sum above avoids them. Derivatives along oblique reciprocal-lattice vectors must be converted to Cartesian ones before the trace is formed.

## Expanding the projected derivative

For any vectors \(a,b\), expanding both projections and using \(\langle u,u\rangle=1\) gives

\[
\begin{aligned}
\langle Qa,Qb\rangle
&=\langle a,b\rangle-\langle a,u\rangle\langle u,b\rangle
-\langle a,u\rangle\langle u,b\rangle+\langle a,u\rangle\langle u,b\rangle\\
&=\langle a,b\rangle-\langle a,u\rangle\langle u,b\rangle .
\end{aligned}
\]

Write \(\partial_v u\) for the derivative along a direction \(v\in\mathbb C\), so that \(v=1\) gives \(\partial_x\) and \(v=i\) gives \(\partial_y\). Differentiating \(\langle u,u\rangle=1\) yields

\[
0=\langle\partial_v u,u\rangle+\langle u,\partial_v u\rangle
=2\,\mathrm{Re}\langle u,\partial_v u\rangle .
\]

Now set \(a=\partial_x u\) and \(b=\partial_y u\). Both \(\langle a,u\rangle\) and \(\langle u,b\rangle\) are imaginary, so their product is real and \(\mathrm{Im}\langle Qa,Qb\rangle=\mathrm{Im}\langle a,b\rangle\). Therefore

\[
\begin{aligned}
\|Q(a+ib)\|^2
&=\|Qa\|^2+\|Qb\|^2+2\,\mathrm{Re}\bigl(i\langle Qa,Qb\rangle\bigr)\\
&=T-2\,\mathrm{Im}\langle a,b\rangle .
\end{aligned}
\]

A norm is zero only for the zero vector, which gives the equivalence in both directions.

For \(u=f/N\) with \(N=\|f\|\), complex differentiability means \(\partial_v f=v f'\). The product rule gives

\[
\partial_v u=\frac{v}{N}f'+\bigl(\partial_v N^{-1}\bigr)f .
\]

Since \(f=Nu\), the last term is parallel to \(u\) and \(Q\) removes it. Hence \(Q\partial_v u=(v/N)Qf'\), and

\[
Q(\partial_x u+i\,\partial_y u)=\frac{1+i\cdot i}{N}\,Qf'=0 .
\]

The trace equality follows from the equivalence. The same formula for \(Q\partial_v u\) gives the size of the trace:

\[
T=\frac{2\|Qf'\|^2}{N^2}
=2\left(\frac{\|f'\|^2}{\|f\|^2}-\frac{|\langle f,f'\rangle|^2}{\|f\|^4}\right).
\]

For orthonormal \(e_0,e_1\) and \(f(z)=e_0+ze_1\), we have \(f'=e_1\), \(\|f\|^2=1+|z|^2\) and \(|\langle f,f'\rangle|=|z|\). Thus

\[
T=2\left(\frac{1}{1+|z|^2}-\frac{|z|^2}{(1+|z|^2)^2}\right)
=\frac{2}{(1+|z|^2)^2}.
\]

This provides a reference value for an implementation: \(T=2\) at \(z=0\) and \(T=1/2\) at \(|z|=1\).

## The Lean file

```lean
import Mathlib

open scoped InnerProductSpace Topology

namespace HolomorphicQuantumMetric

noncomputable section

variable {E : Type*} [NormedAddCommGroup E] [InnerProductSpace ℂ E]

/-- The map `Q v = v - ⟨u, v⟩ u`, which for a unit vector `u` is the projector orthogonal to `u`. -/
def Q (u : E) : E →ₗ[ℂ] E where
  toFun v := v - ⟪u, v⟫_ℂ • u
  map_add' a b := by
    rw [inner_add_right]
    module
  map_smul' c a := by
    rw [inner_smul_right, RingHom.id_apply]
    module

/-- The partial derivative of the state `u` along `x`, where `z = x + i y`. -/
def dX (u : ℂ → E) (z : ℂ) : E := fderiv ℝ u z 1

/-- The partial derivative of the state `u` along `y`, where `z = x + i y`. -/
def dY (u : ℂ → E) (z : ℂ) : E := fderiv ℝ u z Complex.I

/-- The trace of the quantum metric, `‖Q ∂x u‖² + ‖Q ∂y u‖²`. -/
def metricTrace (u : ℂ → E) (z : ℂ) : ℝ :=
  ‖Q (u z) (dX u z)‖ ^ 2 + ‖Q (u z) (dY u z)‖ ^ 2

/-- The state `f / ‖f‖`. -/
def normalized (f : ℂ → E) (z : ℂ) : E := ((‖f z‖⁻¹ : ℝ) : ℂ) • f z

/-- The overlap of two vectors projected orthogonally to a unit vector `u`. -/
theorem inner_Q {u : E} (hu : ‖u‖ = 1) (a b : E) :
    ⟪Q u a, Q u b⟫_ℂ = ⟪a, b⟫_ℂ - ⟪a, u⟫_ℂ * ⟪u, b⟫_ℂ := by
  have huu : ⟪u, u⟫_ℂ = 1 := by
    rw [inner_self_eq_norm_sq_to_K, hu]
    simp
  change ⟪a - ⟪u, a⟫_ℂ • u, b - ⟪u, b⟫_ℂ • u⟫_ℂ = _
  simp only [inner_sub_left, inner_sub_right, inner_smul_left, inner_smul_right,
    inner_conj_symm, huu]
  ring

/-- For a state normalized near `z`, the overlap of `u` with any of its directional derivatives
has zero real part. -/
theorem re_inner_deriv {u : ℂ → E} {z : ℂ} (hu : DifferentiableAt ℝ u z)
    (hn : ∀ᶠ w in 𝓝 z, ‖u w‖ = 1) (v : ℂ) : (⟪u z, fderiv ℝ u z v⟫_ℂ).re = 0 := by
  have h1 : (fun w => ⟪u w, u w⟫_ℂ) =ᶠ[𝓝 z] fun _ => (1 : ℂ) := by
    filter_upwards [hn] with w hw
    rw [inner_self_eq_norm_sq_to_K, hw]
    simp
  have h3 : fderiv ℝ (fun _ : ℂ => (1 : ℂ)) z = 0 := by simp
  -- differentiate `⟨u, u⟩ = 1`
  have h2 := fderiv_inner_apply ℂ hu hu v
  rw [h1.fderiv_eq, h3, ← inner_conj_symm (fderiv ℝ u z v) (u z)] at h2
  have h4 := congrArg Complex.re h2
  simp only [zero_apply, Complex.zero_re, Complex.add_re,
    Complex.conj_re] at h4
  linarith

/-- For a state differentiable at `z` and normalized near `z`, the squared norm of `Q (∂x u + i ∂y
u)` is the metric trace minus `2 Im ⟨∂x u, ∂y u⟩`. -/
theorem norm_sq_defect {u : ℂ → E} {z : ℂ} (hu : DifferentiableAt ℝ u z)
    (hn : ∀ᶠ w in 𝓝 z, ‖u w‖ = 1) :
    ‖Q (u z) (dX u z + Complex.I • dY u z)‖ ^ 2
      = metricTrace u z - 2 * (⟪dX u z, dY u z⟫_ℂ).im := by
  have ha : (⟪u z, dX u z⟫_ℂ).re = 0 := re_inner_deriv hu hn 1
  have hb : (⟪u z, dY u z⟫_ℂ).re = 0 := re_inner_deriv hu hn Complex.I
  have ha' : (⟪dX u z, u z⟫_ℂ).re = 0 := by
    rw [← inner_conj_symm, Complex.conj_re, ha]
  -- the product of two imaginary overlaps is real
  have him : (⟪Q (u z) (dX u z), Q (u z) (dY u z)⟫_ℂ).im = (⟪dX u z, dY u z⟫_ℂ).im := by
    rw [inner_Q hn.self_of_nhds, Complex.sub_im, Complex.mul_im, ha', hb]
    ring
  have hre : RCLike.re (Complex.I * ⟪Q (u z) (dX u z), Q (u z) (dY u z)⟫_ℂ)
      = -(⟪dX u z, dY u z⟫_ℂ).im := by
    change (Complex.I * ⟪Q (u z) (dX u z), Q (u z) (dY u z)⟫_ℂ).re = _
    rw [Complex.I_mul_re, him]
  rw [map_add, map_smul, @norm_add_sq ℂ, inner_smul_right, hre, norm_smul, Complex.norm_I,
    metricTrace]
  ring

/-- For a differentiable normalized state, the metric trace equals `2 Im ⟨∂x u, ∂y u⟩` exactly
when `Q (∂x u + i ∂y u) = 0`. -/
theorem trace_eq_iff {u : ℂ → E} {z : ℂ} (hu : DifferentiableAt ℝ u z)
    (hn : ∀ᶠ w in 𝓝 z, ‖u w‖ = 1) :
    metricTrace u z = 2 * (⟪dX u z, dY u z⟫_ℂ).im ↔
      Q (u z) (dX u z + Complex.I • dY u z) = 0 := by
  have h := norm_sq_defect hu hn
  constructor
  · intro he
    rw [he, sub_self] at h
    exact norm_eq_zero.1 (pow_eq_zero_iff (two_ne_zero)|>.1 h)
  · intro he
    rw [he, norm_zero] at h
    linarith

/-- The factor `1 / ‖f‖` is real-differentiable where `f` is complex differentiable and nonzero. -/
theorem differentiableAt_inv_norm {f : ℂ → E} {z : ℂ} (hf : DifferentiableAt ℂ f z)
    (h0 : f z ≠ 0) : DifferentiableAt ℝ (fun w => ((‖f w‖⁻¹ : ℝ) : ℂ)) z := by
  have h1 : DifferentiableAt ℝ (fun w => ‖f w‖) z := (hf.restrictScalars ℝ).norm ℂ h0
  have h2 : DifferentiableAt ℝ (fun w => ‖f w‖⁻¹) z := h1.inv (norm_ne_zero_iff.2 h0)
  have h3 := Complex.ofRealCLM.differentiableAt.comp z h2
  exact h3

/-- Where `f` is complex differentiable and nonzero, `f / ‖f‖` is real-differentiable, and it has
unit norm in a neighbourhood. -/
theorem normalized_regular {f : ℂ → E} {z : ℂ} (hf : DifferentiableAt ℂ f z) (h0 : f z ≠ 0) :
    DifferentiableAt ℝ (normalized f) z ∧ ∀ᶠ w in 𝓝 z, ‖normalized f w‖ = 1 := by
  constructor
  · exact (differentiableAt_inv_norm hf h0).smul (hf.restrictScalars ℝ)
  · filter_upwards [hf.continuousAt.eventually_ne h0] with w hw
    rw [normalized, norm_smul, Complex.norm_real, norm_inv, norm_norm,
      inv_mul_cancel₀ (norm_ne_zero_iff.2 hw)]

/-- The projected derivative of `f / ‖f‖` in the direction `v` is `v / ‖f‖` times the projection
of the complex derivative of `f`. -/
theorem Q_fderiv_normalized {f : ℂ → E} {z : ℂ} (hf : DifferentiableAt ℂ f z) (h0 : f z ≠ 0)
    (v : ℂ) : Q (normalized f z) (fderiv ℝ (normalized f) z v)
      = (v * ((‖f z‖⁻¹ : ℝ) : ℂ)) • Q (normalized f z) (deriv f z) := by
  have hc := differentiableAt_inv_norm hf h0
  have hu : HasFDerivAt (normalized f) _ z :=
    hc.hasFDerivAt.smul (hf.hasFDerivAt.restrictScalars ℝ)
  have hd : fderiv ℂ f z v = v • deriv f z := by
    have h := (fderiv ℂ f z).map_smul v 1
    rw [smul_eq_mul, mul_one] at h
    exact h
  have he : fderiv ℝ (normalized f) z v = ((‖f z‖⁻¹ : ℝ) : ℂ) • (v • deriv f z)
      + (fderiv ℝ (fun w => ((‖f w‖⁻¹ : ℝ) : ℂ)) z v) • f z := by
    rw [hu.fderiv, ← hd]
    rfl
  -- the change of the norm points along `f` and is projected out
  have hk : Q (normalized f z) (f z) = 0 := by
    have hn : ‖normalized f z‖ = 1 := (normalized_regular hf h0).2.self_of_nhds
    have hz : f z = (‖f z‖ : ℂ) • normalized f z := by
      rw [normalized, smul_smul, ← Complex.ofReal_mul,
        mul_inv_cancel₀ (norm_ne_zero_iff.2 h0), Complex.ofReal_one, one_smul]
    have hq : Q (normalized f z) (normalized f z) = 0 := by
      change normalized f z - ⟪normalized f z, normalized f z⟫_ℂ • normalized f z = 0
      rw [inner_self_eq_norm_sq_to_K, hn]
      simp
    rw [hz, map_smul, hq, smul_zero]
  rw [he, map_add, map_smul, map_smul, map_smul, hk, smul_zero, add_zero, smul_smul, mul_comm]

/-- For `u = f / ‖f‖` with `f` complex differentiable and nonzero at `z`, `Q (∂x u + i ∂y u) = 0`
and the metric trace equals `2 Im ⟨∂x u, ∂y u⟩`. -/
theorem holomorphic_trace_equality {f : ℂ → E} {z : ℂ} (hf : DifferentiableAt ℂ f z)
    (h0 : f z ≠ 0) :
    Q (normalized f z) (dX (normalized f) z + Complex.I • dY (normalized f) z) = 0 ∧
      metricTrace (normalized f) z
        = 2 * (⟪dX (normalized f) z, dY (normalized f) z⟫_ℂ).im := by
  have h : Q (normalized f z) (dX (normalized f) z + Complex.I • dY (normalized f) z) = 0 := by
    rw [map_add, map_smul, dX, dY, Q_fderiv_normalized hf h0, Q_fderiv_normalized hf h0,
      smul_smul, ← add_smul, ← mul_assoc, Complex.I_mul_I]
    simp
  obtain ⟨hu, hn⟩ := normalized_regular hf h0
  exact ⟨h, (trace_eq_iff hu hn).2 h⟩

/-- The metric trace of `f / ‖f‖` expressed through `f` and its complex derivative. -/
theorem metricTrace_normalized {f : ℂ → E} {z : ℂ} (hf : DifferentiableAt ℂ f z)
    (h0 : f z ≠ 0) : metricTrace (normalized f) z
      = 2 * (‖deriv f z‖ ^ 2 / ‖f z‖ ^ 2 - ‖⟪f z, deriv f z⟫_ℂ‖ ^ 2 / ‖f z‖ ^ 4) := by
  have hN : ‖f z‖ ≠ 0 := norm_ne_zero_iff.2 h0
  have hs (x : E) : (⟪x, x⟫_ℂ).re = ‖x‖ ^ 2 := inner_self_eq_norm_sq (𝕜 := ℂ) x
  -- Pythagoras for the projected derivative
  have hp := congrArg Complex.re
    (inner_Q (normalized_regular hf h0).2.self_of_nhds (deriv f z) (deriv f z))
  rw [Complex.sub_re, hs, hs, ← inner_conj_symm (deriv f z) (normalized f z),
    ← Complex.normSq_eq_conj_mul_self, Complex.ofReal_re, Complex.normSq_eq_norm_sq] at hp
  have hi : ‖⟪normalized f z, deriv f z⟫_ℂ‖ = ‖f z‖⁻¹ * ‖⟪f z, deriv f z⟫_ℂ‖ := by
    rw [normalized, inner_smul_left, Complex.conj_ofReal, norm_mul, Complex.norm_real,
      norm_inv, norm_norm]
  rw [metricTrace, dX, dY, Q_fderiv_normalized hf h0, Q_fderiv_normalized hf h0, norm_smul,
    norm_smul, norm_mul, norm_mul, norm_one, Complex.norm_I, Complex.norm_real, norm_inv,
    norm_norm, mul_pow, hp, hi]
  field_simp
  try ring

/-- For orthonormal `e₀`, `e₁`, the normalized two-level state `e₀ + z e₁` has metric trace
`2 / (1 + |z|²)²`. -/
theorem metricTrace_two_level {e₀ e₁ : E} (h₀ : ‖e₀‖ = 1) (h₁ : ‖e₁‖ = 1)
    (h₀₁ : ⟪e₀, e₁⟫_ℂ = 0) (z : ℂ) :
    metricTrace (normalized fun w : ℂ => e₀ + w • e₁) z = 2 / (1 + ‖z‖ ^ 2) ^ 2 := by
  have hd : HasDerivAt (fun w : ℂ => e₀ + w • e₁) e₁ z := by
    simpa using ((hasDerivAt_id z).smul_const e₁).const_add e₀
  have hN : ‖e₀ + z • e₁‖ ^ 2 = 1 + ‖z‖ ^ 2 := by
    rw [@norm_add_sq ℂ, inner_smul_right, h₀₁, norm_smul, h₀, h₁]
    simp
  have hne : e₀ + z • e₁ ≠ 0 := by
    intro h
    rw [h, norm_zero] at hN
    nlinarith [sq_nonneg ‖z‖]
  have hi : ‖⟪e₀ + z • e₁, e₁⟫_ℂ‖ = ‖z‖ := by
    rw [inner_add_left, inner_smul_left, h₀₁, inner_self_eq_norm_sq_to_K, h₁]
    simp
  have h4 : ‖e₀ + z • e₁‖ ^ 4 = (1 + ‖z‖ ^ 2) ^ 2 := by
    rw [← hN]
    ring
  have hpos : (1 + ‖z‖ ^ 2) ≠ 0 := by positivity
  rw [metricTrace_normalized hd.differentiableAt hne, hd.deriv, hi, hN, h4, h₁]
  field_simp
  try ring

end

end HolomorphicQuantumMetric
```

```lean
#print axioms HolomorphicQuantumMetric.trace_eq_iff
#print axioms HolomorphicQuantumMetric.holomorphic_trace_equality
#print axioms HolomorphicQuantumMetric.metricTrace_two_level
```

```
'HolomorphicQuantumMetric.trace_eq_iff' depends on axioms: [propext, Classical.choice, Quot.sound]
'HolomorphicQuantumMetric.holomorphic_trace_equality' depends on axioms: [propext, Classical.choice, Quot.sound]
'HolomorphicQuantumMetric.metricTrace_two_level' depends on axioms: [propext, Classical.choice, Quot.sound]
```

## From the lemmas to the equality

`inner_Q` is the expansion of \(\langle Qa,Qb\rangle\); after the inner products are expanded, `ring` collects the terms. `re_inner_deriv` differentiates the normalization condition with `fderiv_inner_apply` and takes real parts.

`norm_sq_defect` combines these results. Its intermediate fact `him` says that projection leaves the imaginary part of the overlap unchanged, and `norm_add_sq` expands the square. `trace_eq_iff` then reads off the two implications.

For the holomorphic case, `differentiableAt_inv_norm` and `normalized_regular` show that \(f/\|f\|\) meets the hypotheses of the equivalence. `Q_fderiv_normalized` carries out the product rule, with `hk` recording that \(Qf=0\). In `holomorphic_trace_equality`, `Complex.I_mul_I` supplies \(i\cdot i=-1\), and `trace_eq_iff` converts the vanishing vector into the trace equality. The last two theorems prove the explicit trace formula and its two-level value.

## Hypotheses at one point, for one state

The definitions `dX` and `dY` apply the real Fréchet derivative `fderiv ℝ u z` to `1` and `Complex.I`. Where \(u\) is real-differentiable, these are the partial derivatives in the two parameter directions; elsewhere `fderiv` is zero by convention. `Q`, `metricTrace` and `normalized` are \(Q\), \(T\) and \(f/\|f\|\).

`trace_eq_iff` assumes `DifferentiableAt ℝ u z` and `∀ᶠ w in 𝓝 z, ‖u w‖ = 1`: the state is real-differentiable at \(z\) and normalized throughout some neighbourhood. The neighbourhood matters because the norm condition is differentiated. Physically, the first hypothesis requires a local phase choice that is differentiable at \(z\).

`holomorphic_trace_equality` assumes `DifferentiableAt ℂ f z` and `f z ≠ 0`. Complex differentiability is needed only at \(z\), and \(E\) may have any dimension. In one dimension \(Q=0\) and both sides of the trace equality vanish; the two-level example needs two orthonormal vectors.

The converse is also pointwise. From the trace equality at \(z\) it concludes that \(Q(\partial_x u+i\,\partial_y u)=0\) at \(z\), without constructing a holomorphic \(f\). No Hamiltonian, Brillouin zone or Chern number enters the theorems, and they cover neither degenerate multiplets nor the errors of finite differences and floating-point arithmetic. The perturbation formula used for the mesh calculation is likewise an addition to what the file proves.

A formulation through the rank-one projector \(P=|u\rangle\langle u|\) would place the differentiability hypothesis on \(P\) and remove the choice of phase. In finite dimension the metric trace would become \(\tfrac12\mathrm{Tr}[(\partial_xP)^2+(\partial_yP)^2]\), and the vanishing condition would read \((1-P)(\partial_xP+i\,\partial_yP)P=0\). That version uses only \(P\), which does not depend on the phases a diagonalizer returns, while the vector version keeps the link to \(f\) short.
